# A continuous function with even modulus is integrable over the whole line if it is integrable over the positive half-line

The lemma `integrable_of_symm` takes a continuous real function g on the real line with |g(−x)| = |g(x)| for every x, and says that if g is integrable on (0, ∞) then it is integrable on all of ℝ. In physics this covers, for example, an even or odd integrand in an energy measured from a reference level, where convergence on one side gives convergence on both; the statement itself contains no physical model. The proof first extends integrability from (0, ∞) to [0, ∞), and so to the function that equals g on [0, ∞) and zero elsewhere. It then bounds |g(x)| by the absolute value of this cut-off function at x plus its absolute value at −x, treating x ≥ 0 and x ≤ 0 separately.

As first written in Lean, the proof fails:

```lean
import Mathlib

open MeasureTheory Set Filter Topology

namespace PointContactThermopower

noncomputable section

lemma integrable_of_symm {g : ℝ → ℝ} (hc : Continuous g) (he : ∀ x, ‖g (-x)‖ = ‖g x‖)
    (h : IntegrableOn g (Ioi 0)) : Integrable g := by
  have h1 : Integrable ((Ici (0 : ℝ)).indicator g) :=
    (integrable_indicator_iff measurableSet_Ici).2 (integrableOn_Ici_iff_integrableOn_Ioi.2 h)
  refine (h1.norm.add h1.norm.comp_neg).mono' hc.aestronglyMeasurable
    (ae_of_all _ fun x => ?_)
  change ‖g x‖ ≤ ‖(Ici (0 : ℝ)).indicator g x‖ + ‖(Ici (0 : ℝ)).indicator g (-x)‖
  rcases le_total 0 x with hx | hx
  · rw [indicator_of_mem (mem_Ici.2 hx)]
    exact le_add_of_nonneg_right (norm_nonneg _)
  · rw [indicator_of_mem (mem_Ici.2 (neg_nonneg.2 hx)), he]
    exact le_add_of_nonneg_left (norm_nonneg _)

end

end PointContactThermopower
```

Lean reports:

```
Main.lean:12:52: error: Invalid projection: Projections cannot be used on functions, and
  @integrableOn_Ici_iff_integrableOn_Ioi ?m.66 ?m.67 ?m.68 ?m.69 ?m.70 ?m.71 ?m.72 ?m.73 ?m.74 ?m.75 ?m.76 ?m.77
has function type
  autoParam (‖?m.74 ?m.76‖ₑ ≠ ⊤) integrableOn_Ici_iff_integrableOn_Ioi._auto_1 →
    (IntegrableOn ?m.74 (Ici ?m.76) ?m.75 ↔ IntegrableOn ?m.74 (Ioi ?m.76) ?m.75)
```

Diagnosis. The single error concerns the `.2` in `integrableOn_Ici_iff_integrableOn_Ioi.2 h`. That notation picks the right-to-left direction of an equivalence, but the type in the message shows that the lemma is not yet an equivalence: it first takes a proof that the extended norm of the function's value at the endpoint is not `⊤`, that is, not infinite. The argument is marked `autoParam`, so Lean can try to fill it in automatically, but here it was still outstanding when `.2` was applied. Lean therefore saw a projection from a function and rejected it.

The repair passes `enorm_ne_top`, which proves the finiteness condition for the real value `g 0`. The bracketed term `(integrableOn_Ici_iff_integrableOn_Ioi enorm_ne_top)` is then an equivalence, and its `.2` turns `h`, integrability on `Ioi 0`, into integrability on `Ici 0`, as the indicator step needs. The new line break is mere tidying.

This version goes through:

```diff
@@ -10,5 +10,6 @@
     (h : IntegrableOn g (Ioi 0)) : Integrable g := by
   have h1 : Integrable ((Ici (0 : ℝ)).indicator g) :=
-    (integrable_indicator_iff measurableSet_Ici).2 (integrableOn_Ici_iff_integrableOn_Ioi.2 h)
+    (integrable_indicator_iff measurableSet_Ici).2
+      ((integrableOn_Ici_iff_integrableOn_Ioi enorm_ne_top).2 h)
   refine (h1.norm.add h1.norm.comp_neg).mono' hc.aestronglyMeasurable
     (ae_of_all _ fun x => ?_)
```
